# In a uniform background, the curvature of a planar potential depends on the dielectric matrix only through its normal component

To read a dielectric constant off a charged supercell, one can fit a parabola to the planar-averaged potential far from the localised charge and convert its curvature into a screening constant. For a homogeneous linear medium with dielectric matrix \(\varepsilon\), and a potential that varies only along a unit vector \(n\) with \(n\cdot\varepsilon\cdot n>0\), that constant is \(n\cdot\varepsilon\cdot n\), and no other combination of the matrix elements enters.

```lean
import Mathlib

open scoped Real Matrix

namespace PlanarScreening

noncomputable section

variable {ι : Type*} [Fintype ι] [DecidableEq ι]

/-- The partial derivative of a scalar field along the coordinate axis `i`. -/
def partialDeriv (i : ι) (φ : (ι → ℝ) → ℝ) (r : ι → ℝ) : ℝ :=
  deriv (fun t : ℝ => φ (r + t • (Pi.single i 1 : ι → ℝ))) 0

/-- The screened Laplacian `∑ ε_ij ∂_i ∂_j φ` of a medium with dielectric matrix `ε`. -/
def screenedLaplacian (eps : Matrix ι ι ℝ) (φ : (ι → ℝ) → ℝ) (r : ι → ℝ) : ℝ :=
  ∑ i, ∑ j, eps i j * partialDeriv i (partialDeriv j φ) r

/-- The planar field `f(n·r)`, which varies only through `n·r`. -/
def planar (n : ι → ℝ) (f : ℝ → ℝ) (r : ι → ℝ) : ℝ := f (n ⬝ᵥ r)

/-- The normal screening `n·ε·n`. -/
def normalScreening (eps : Matrix ι ι ℝ) (n : ι → ℝ) : ℝ := n ⬝ᵥ eps *ᵥ n

/-- The Poisson equation `∑ ε_ij ∂_i ∂_j φ = -4πρ` (Gaussian units) with a uniform
charge density `ρ`, required at every point. -/
def SolvesPoisson (eps : Matrix ι ι ℝ) (ρ : ℝ) (φ : (ι → ℝ) → ℝ) : Prop :=
  ∀ r, screenedLaplacian eps φ r = -(4 * π * ρ)

/-- For differentiable `f`, the partial derivative of `f(n·r)` along axis `i` is the
planar field `n_i f'(n·r)`. -/
theorem partialDeriv_planar (n : ι → ℝ) {f : ℝ → ℝ} (hf : Differentiable ℝ f) (i : ι) :
    partialDeriv i (planar n f) = planar n (fun s => n i * deriv f s) := by
  funext r
  -- along a coordinate line, `n·r` is an affine function of the displacement
  have hline : ∀ t : ℝ, n ⬝ᵥ (r + t • (Pi.single i 1 : ι → ℝ)) = n ⬝ᵥ r + t * n i := by
    intro t
    simp [dotProduct_add, dotProduct_smul]
  have hin : HasDerivAt (fun t : ℝ => n ⬝ᵥ r + t * n i) (n i) 0 :=
    (((hasDerivAt_id' (0 : ℝ)).mul_const (n i)).const_add (n ⬝ᵥ r)).congr_deriv (one_mul _)
  have hout : HasDerivAt f (deriv f (n ⬝ᵥ r)) (n ⬝ᵥ r + 0 * n i) := by
    rw [zero_mul, add_zero]
    exact (hf _).hasDerivAt
  have h := hout.comp (0 : ℝ) hin
  simp only [partialDeriv, planar, hline]
  exact h.deriv.trans (mul_comm _ _)

/-- For twice differentiable `f`, the screened Laplacian of `f(n·r)` is the normal
screening times the curvature: `(n·ε·n) f''(n·r)`. -/
theorem screenedLaplacian_planar (eps : Matrix ι ι ℝ) (n : ι → ℝ) {f : ℝ → ℝ}
    (hf : Differentiable ℝ f) (hf' : Differentiable ℝ (deriv f)) (r : ι → ℝ) :
    screenedLaplacian eps (planar n f) r
      = normalScreening eps n * deriv (deriv f) (n ⬝ᵥ r) := by
  -- the chain rule, used twice
  have hij : ∀ i j, partialDeriv i (partialDeriv j (planar n f)) r
      = n i * (n j * deriv (deriv f) (n ⬝ᵥ r)) := by
    intro i j
    rw [partialDeriv_planar n hf j, partialDeriv_planar n (hf'.const_mul (n j)) i]
    exact congrArg (fun x => n i * x)
      ((hf' (n ⬝ᵥ r)).hasDerivAt.const_mul (n j)).deriv
  simp only [screenedLaplacian, hij]
  generalize deriv (deriv f) (n ⬝ᵥ r) = D
  simp only [normalScreening, dotProduct, Matrix.mulVec, Finset.mul_sum, Finset.sum_mul]
  refine Finset.sum_congr rfl fun i _ => Finset.sum_congr rfl fun j _ => ?_
  ring

omit [DecidableEq ι] in
/-- If the normal screening is positive, `n·r` takes every real value. -/
theorem exists_point_on_plane {eps : Matrix ι ι ℝ} {n : ι → ℝ}
    (hn : 0 < normalScreening eps n) (s : ℝ) : ∃ r : ι → ℝ, n ⬝ᵥ r = s := by
  refine ⟨(s / normalScreening eps n) • (eps *ᵥ n), ?_⟩
  rw [dotProduct_smul, smul_eq_mul]
  exact div_mul_cancel₀ s hn.ne'

/-- Let a uniform background `ρ` neutralise the charge `q` in a cell of volume `V > 0`, and
let `n·ε·n > 0`. A twice differentiable planar potential `f(n·r)` solves the Poisson equation
of the background exactly when `f'' = 4πq / (V n·ε·n)` everywhere. -/
theorem planar_curvature {eps : Matrix ι ι ℝ} {n : ι → ℝ} {f : ℝ → ℝ} {q V ρ : ℝ}
    (hn : 0 < normalScreening eps n) (hV : 0 < V) (hρ : ρ * V = -q)
    (hf : Differentiable ℝ f) (hf' : Differentiable ℝ (deriv f)) :
    SolvesPoisson eps ρ (planar n f) ↔
      ∀ s, deriv (deriv f) s = 4 * π * q / (V * normalScreening eps n) := by
  -- neutrality turns the source `-4πρ` into `4πq/V`
  have key : ∀ x : ℝ, normalScreening eps n * x = -(4 * π * ρ) ↔
      x = 4 * π * q / (V * normalScreening eps n) := by
    intro x
    rw [eq_div_iff (mul_pos hV hn).ne']
    constructor
    · intro h
      linear_combination V * h - 4 * π * hρ
    · intro h
      apply mul_left_cancel₀ hV.ne'
      linear_combination h + 4 * π * hρ
  constructor
  · intro h s
    obtain ⟨r, rfl⟩ := exists_point_on_plane hn s
    exact (key _).1 ((screenedLaplacian_planar eps n hf hf' r).symm.trans (h r))
  · intro h r
    exact (screenedLaplacian_planar eps n hf hf' r).trans ((key _).2 (h _))

/-- For `n·ε·n > 0`, `V > 0` and a uniform background with `ρV = -q`, a twice differentiable planar
solution `f(n·r)` of the Poisson equation is the parabola with curvature `4πq / (V n·ε·n)` fixed by
its value and slope at `n·r = 0`. -/
theorem planar_profile {eps : Matrix ι ι ℝ} {n : ι → ℝ} {f : ℝ → ℝ} {q V ρ : ℝ}
    (hn : 0 < normalScreening eps n) (hV : 0 < V) (hρ : ρ * V = -q)
    (hf : Differentiable ℝ f) (hf' : Differentiable ℝ (deriv f))
    (h : SolvesPoisson eps ρ (planar n f)) (s : ℝ) :
    f s = f 0 + deriv f 0 * s + 2 * π * q / (V * normalScreening eps n) * s ^ 2 := by
  have hc := (planar_curvature hn hV hρ hf hf').1 h
  obtain ⟨c, hcdef⟩ : ∃ c, c = 4 * π * q / (V * normalScreening eps n) := ⟨_, rfl⟩
  rw [← hcdef] at hc
  -- first integration: the slope is affine
  have d1 : ∀ x, HasDerivAt (fun y => deriv f y - c * y) 0 x := fun x =>
    ((hf' x).hasDerivAt.fun_sub ((hasDerivAt_id' x).const_mul c)).congr_deriv
      (by rw [hc]; ring)
  have h1 : ∀ x, deriv f x = deriv f 0 + c * x := by
    intro x
    have e : deriv f x - c * x = deriv f 0 - c * 0 :=
      is_const_of_deriv_eq_zero (fun y => (d1 y).differentiableAt) (fun y => (d1 y).deriv) x 0
    linear_combination e
  -- second integration: the potential is a parabola
  have d2 : ∀ x, HasDerivAt (fun y => f y - (deriv f 0 * y + c / 2 * (y * y))) 0 x := fun x =>
    ((hf x).hasDerivAt.fun_sub (((hasDerivAt_id' x).const_mul (deriv f 0)).fun_add
      (((hasDerivAt_id' x).fun_mul (hasDerivAt_id' x)).const_mul (c / 2)))).congr_deriv
      (by rw [h1 x]; ring)
  have e : f s - (deriv f 0 * s + c / 2 * (s * s))
      = f 0 - (deriv f 0 * 0 + c / 2 * (0 * 0)) :=
    is_const_of_deriv_eq_zero (fun y => (d2 y).differentiableAt) (fun y => (d2 y).deriv) s 0
  have h2 : 2 * π * q / (V * normalScreening eps n) = c / 2 := by rw [hcdef]; ring
  rw [h2]
  linear_combination e

/-- Conversely, for `n·ε·n > 0`, `V > 0` and a neutralising background, every parabola in `n·r`
with quadratic coefficient `2πq / (V n·ε·n)` solves the Poisson equation. -/
theorem parabola_solves {eps : Matrix ι ι ℝ} {n : ι → ℝ} {q V ρ : ℝ}
    (hn : 0 < normalScreening eps n) (hV : 0 < V) (hρ : ρ * V = -q) (a b : ℝ) :
    SolvesPoisson eps ρ (planar n
      (fun s => a + b * s + 2 * π * q / (V * normalScreening eps n) * s ^ 2)) := by
  simp only [pow_two]
  obtain ⟨k, hk⟩ : ∃ k, k = 2 * π * q / (V * normalScreening eps n) := ⟨_, rfl⟩
  rw [← hk]
  have d1 : ∀ x, HasDerivAt (fun s => a + b * s + k * (s * s)) (b + 2 * k * x) x := fun x =>
    ((((hasDerivAt_id' x).const_mul b).const_add a).fun_add
      (((hasDerivAt_id' x).fun_mul (hasDerivAt_id' x)).const_mul k)).congr_deriv (by ring)
  have d2 : ∀ x, HasDerivAt (fun s => b + 2 * k * s) (2 * k) x := fun x =>
    (((hasDerivAt_id' x).const_mul (2 * k)).const_add b).congr_deriv (by ring)
  have e : deriv (fun s => a + b * s + k * (s * s)) = fun s => b + 2 * k * s :=
    funext fun x => (d1 x).deriv
  refine (planar_curvature hn hV hρ (fun x => (d1 x).differentiableAt) ?_).2 ?_
  · rw [e]
    exact fun x => (d2 x).differentiableAt
  · intro s
    rw [e, (d2 s).deriv, hk]
    ring

/-- For a nonzero background, a twice differentiable planar potential that solves the Poisson
equation for `ε` also solves it for `ε'` exactly when `n·ε'·n = n·ε·n`. -/
theorem same_potential_iff {eps eps' : Matrix ι ι ℝ} {n : ι → ℝ} {f : ℝ → ℝ} {ρ : ℝ}
    (hρ : ρ ≠ 0) (hf : Differentiable ℝ f) (hf' : Differentiable ℝ (deriv f))
    (h : SolvesPoisson eps ρ (planar n f)) :
    SolvesPoisson eps' ρ (planar n f) ↔ normalScreening eps' n = normalScreening eps n := by
  constructor
  · intro h'
    have h1 := (screenedLaplacian_planar eps n hf hf' 0).symm.trans (h 0)
    have h2 := (screenedLaplacian_planar eps' n hf hf' 0).symm.trans (h' 0)
    -- a nonzero source forces a nonzero curvature, which can be cancelled
    have hD : deriv (deriv f) (n ⬝ᵥ (0 : ι → ℝ)) ≠ 0 := by
      intro h0
      rw [h0, mul_zero] at h1
      have hs : 4 * π * ρ ≠ 0 := by positivity
      exact hs (by linarith)
    exact mul_right_cancel₀ hD (h2.trans h1.symm)
  · intro hN r
    rw [screenedLaplacian_planar eps' n hf hf' r, hN,
      ← screenedLaplacian_planar eps n hf hf' r]
    exact h r

/-- For planes normal to the coordinate axis `k`, with `ε_kk > 0`, `V > 0` and a neutralising
background, a twice differentiable planar solution has curvature `4πq / (V ε_kk)`. -/
theorem axis_curvature {eps : Matrix ι ι ℝ} {k : ι} {f : ℝ → ℝ} {q V ρ : ℝ}
    (hk : 0 < eps k k) (hV : 0 < V) (hρ : ρ * V = -q)
    (hf : Differentiable ℝ f) (hf' : Differentiable ℝ (deriv f))
    (h : SolvesPoisson eps ρ (planar (Pi.single k 1) f)) (s : ℝ) :
    deriv (deriv f) s = 4 * π * q / (V * eps k k) := by
  have hN : normalScreening eps (Pi.single k 1) = eps k k := by
    simp [normalScreening]
  have hc := (planar_curvature (by rwa [hN]) hV hρ hf hf').1 h s
  rwa [hN] at hc

end

end PlanarScreening
```

```lean
#print axioms PlanarScreening.planar_curvature
#print axioms PlanarScreening.planar_profile
#print axioms PlanarScreening.same_potential_iff
#print axioms PlanarScreening.axis_curvature
```

```
'PlanarScreening.planar_curvature' depends on axioms: [propext, Classical.choice, Quot.sound]
'PlanarScreening.planar_profile' depends on axioms: [propext, Classical.choice, Quot.sound]
'PlanarScreening.same_potential_iff' depends on axioms: [propext, Classical.choice, Quot.sound]
'PlanarScreening.axis_curvature' depends on axioms: [propext, Classical.choice, Quot.sound]
```

## Curvature, profile and comparison of two media

Write \(N=n\cdot\varepsilon\cdot n=\sum_{ij}n_i\varepsilon_{ij}n_j\) for the normal screening, which is `normalScreening eps n` in the code. The potential is \(\varphi(r)=f(n\cdot r)\), written `planar n f`, where \(f\) is a real function of one variable \(s=n\cdot r\).

The main theorem, `planar_curvature`, takes a charge \(q\), a cell volume \(V>0\) and a uniform charge density \(\rho\) with \(\rho V=-q\). If \(N>0\) and \(f\) is twice differentiable, then

\[
\sum_{ij}\varepsilon_{ij}\,\partial_i\partial_j\varphi=-4\pi\rho\ \text{ at every point}
\quad\Longleftrightarrow\quad
f''(s)=\frac{4\pi q}{V N}\ \text{ for every real } s .
\]

Three of the other theorems build on this one. `planar_profile` integrates the curvature to

\[
f(s)=f(0)+f'(0)\,s+\frac{2\pi q}{VN}\,s^2 ,
\]

and `parabola_solves` states the converse: any constant and linear terms may be added to this quadratic term, and the result still solves the equation. `axis_curvature` treats planes normal to a coordinate axis \(k\), where \(N\) is the diagonal element \(\varepsilon_{kk}\).

The theorem `same_potential_iff` compares two media. Suppose that \(\rho\neq0\) and that a planar potential solves the equation for \(\varepsilon\). Then it solves the equation for a second matrix \(\varepsilon'\) exactly when \(n\cdot\varepsilon'\cdot n=n\cdot\varepsilon\cdot n\). A planar potential therefore cannot distinguish two dielectric matrices that agree in this one number, and it does distinguish any two that differ in it.

## The medium, the background and the units

`SolvesPoisson` is the macroscopic Poisson equation in Gaussian units for a medium whose dielectric matrix is the same everywhere. The density \(\rho\) stands for the uniform background that a periodic calculation adds to a charged cell, and the hypothesis `ρ * V = -q` is charge neutrality. It turns the source \(-4\pi\rho\) into \(4\pi q/V\), so a positive defect charge gives a potential that curves upwards in the region filled by the background alone.

The condition \(N>0\) says that a field along \(n\) produces a displacement with a positive component along that field, as happens in a stable dielectric in the static limit. The matrix need not be symmetric, and only its symmetric part contributes to \(N\). The index type `ι` is any finite set of coordinates; three of them give ordinary space.

The vector \(n\) need not have unit length. If it doesn't, \(s\) is \(|n|\) times the distance along the normal, and the curvature with respect to distance is

\[
|n|^2 f''=\frac{4\pi q}{V\,\hat n\cdot\varepsilon\cdot\hat n},\qquad \hat n=n/|n| .
\]

Partial derivatives are taken along coordinate lines: `partialDeriv i φ r` is the derivative of \(\varphi(r+t e_i)\) at \(t=0\), with \(e_i\) the unit vector of axis \(i\). Lean's `deriv` returns zero where no derivative exists, so the two hypotheses `hf` and `hf'` ensure that \(f'\) and \(f''\) are true derivatives.

The equation is imposed in all of space, with the background as its only source. The localised charge \(q\) enters through neutrality alone, and neither a lattice nor periodic boundary conditions appear. In a real supercell the parabola describes the stretch between the localised charge and its periodic image. Local variations of the screening near a defect or a surface are left out as well.

## From the chain rule to the parabola

Moving a distance \(t\) along axis \(i\) changes \(n\cdot r\) to \(n\cdot r+t\,n_i\). The chain rule then gives

\[
\partial_i\, f(n\cdot r)=n_i\,f'(n\cdot r).
\]

The right-hand side is again a function of \(n\cdot r\) only, so the same rule applies a second time:

\[
\partial_i\partial_j\varphi=n_i n_j\,f''(n\cdot r),
\qquad
\sum_{ij}\varepsilon_{ij}\,\partial_i\partial_j\varphi
=\Big(\sum_{ij}n_i\varepsilon_{ij}n_j\Big)f''(n\cdot r)=N f''(n\cdot r).
\]

The Poisson equation has become \(N f''(n\cdot r)=-4\pi\rho\) for every \(r\). To turn this into a statement about every real \(s\), one needs a point with \(n\cdot r=s\). The choice \(r=(s/N)\,\varepsilon n\) works, because \(n\cdot r=(s/N)\,N=s\). Multiplying by \(V\) and using \(\rho V=-q\) gives

\[
V N f''(s)=-4\pi\rho V=4\pi q ,
\]

and division by \(VN>0\) gives the curvature. Each step can be reversed, which proves the equivalence.

For the profile, set \(c=4\pi q/(VN)\). The function \(f'(s)-cs\) has zero derivative, so it keeps its value at \(s=0\), and \(f'(s)=f'(0)+cs\). Then \(f(s)-f'(0)s-\tfrac{c}{2}s^2\) also has zero derivative and equals \(f(0)\) everywhere. Since \(c/2=2\pi q/(VN)\), this is the stated parabola. Conversely, differentiating such a parabola twice returns \(c\).

For two media with normal screenings \(N\) and \(N'\), evaluate both equations at the origin:

\[
N f''(0)=-4\pi\rho=N' f''(0).
\]

As \(\rho\neq0\), the curvature \(f''(0)\) is not zero and can be cancelled, which leaves \(N=N'\). If \(N=N'\) is given instead, the two equations are identical for this potential.

## The same steps in Lean

`partialDeriv_planar` is the first use of the chain rule. Its step `hline` is the affine formula for \(n\cdot r\) along a coordinate line, and `hout.comp` composes the derivative of \(f\) with the derivative of that formula. The lemma equates whole functions and not just values at one point, so it can be applied again to its own result. `screenedLaplacian_planar` does this in `hij` and then collects the double sum into \(N f''\).

`exists_point_on_plane` supplies the point \((s/N)\,\varepsilon n\). In `planar_curvature`, the auxiliary statement `key` contains the algebra with \(V\), \(\rho\) and \(q\): `linear_combination` combines the Poisson equation with neutrality, in both directions. The forward half of the theorem picks a point for each \(s\), and the backward half evaluates the curvature at \(s=n\cdot r\).

In `planar_profile`, `d1` and `d2` show that the two differences above have zero derivative, and `is_const_of_deriv_eq_zero` makes them constant. `parabola_solves` computes the two derivatives of the parabola and passes them to the backward half of `planar_curvature`. In `same_potential_iff`, `hD` shows that the curvature at the origin is nonzero, and `mul_right_cancel₀` cancels it. `axis_curvature` evaluates \(N\) for a coordinate unit vector and then uses the main theorem.

## Fitting a planar average in a charged cell

In a periodic cell one averages the potential over planes spanned by two lattice vectors \(a_1\) and \(a_2\). For a smooth periodic potential in a homogeneous medium, the terms with a derivative along the plane average to zero, and the averaged potential obeys the one-dimensional equation with \(N\) as its screening constant. The normal is \(\hat n\propto a_1\times a_2\). In an oblique cell this is the direction of the reciprocal vector \(b_3\) and generally not that of \(a_3\), so \(\varepsilon\) has to be projected on \(b_3\).

A fit \(\bar\varphi(z)=\alpha+\beta z+\gamma z^2\) in the region away from the localised charge, with \(z\) the distance along \(\hat n\), then yields

\[
\hat n\cdot\varepsilon\cdot\hat n=\frac{2\pi q}{V\gamma}.
\]

If a code writes out the potential energy of an electron instead of the electrostatic potential, the sign of \(\gamma\) is reversed. The microscopic oscillations of the crystal are usually removed first, for example by subtracting the potential of a neutral reference cell. The fitted value contains the response that the calculation allowed: the electronic part if the ions were held fixed, and the ionic part too if they were relaxed.

## A background that varies from plane to plane

The reduction to one dimension doesn't need a constant density. If the charge density is itself planar, \(\rho(r)=\sigma(n\cdot r)\), the same use of the chain rule and the same choice of point give

\[
N f''(s)=-4\pi\,\sigma(s)\quad\text{for every real } s .
\]

The potential is then no longer a parabola in general, but \(N\) remains the only dielectric input. This is the form that suits a smeared sheet of charge or a depletion layer in a homogeneous medium.
